# Every odd-electron energy eigenstate of a time-reversal-symmetric electronic Hamiltonian has an independent partner of equal energy

Suppose a calculation on a radical, with spin–orbit coupling and no magnetic field, returns a single ground state and a second level just above it. Total spin is no longer conserved, so counting spin multiplets does not tell us whether the ground level can be nondegenerate. Time reversal does: it turns each eigenstate with an odd number of electrons into a different state of the same energy. For an electronic-structure model in a finite orbital basis whose Hamiltonian commutes with time reversal, an odd-electron level that appears only once in the output therefore signals a partner missed by the solver, a mistake or a broken symmetry.

## Orbitals, spin and time reversal

```lean
import Mathlib

open Matrix ComplexConjugate

namespace KramersDegeneracy

noncomputable section

variable {ι V : Type*} [AddCommGroup V] [Module ℂ V]
```

The last line introduces `V`, a complex vector space of many-electron states, and `ι`, a set of labels for spatial orbitals. Neither has to be finite, and no inner product is assumed.

```lean
/-- The antilinear map `T` turns spin-up creators `cu p` into spin-down creators `cd p`,
turns `cd p` into `-cu p`, and fixes the vacuum `v`. -/
structure IsTimeReversal (cu cd : ι → V →ₗ[ℂ] V) (v : V)
    (T : V →ₛₗ[starRingEnd ℂ] V) : Prop where
  up : ∀ p x, T (cu p x) = cd p (T x)
  down : ∀ p x, T (cd p x) = -cu p (T x)
  vac : T v = v
```

Here `cu p` and `cd p` create an electron in orbital p with spin up or down. They are creators, although many textbooks reserve the bare letter c for annihilators. Below they are written c_pu and c_pd. The arrow `→ₗ[ℂ]` denotes a linear map; `→ₛₗ[starRingEnd ℂ]` denotes an antilinear one, so for a complex number a,

T(a x) = ā T x.

The three fields of the structure say

T c_pu = c_pd T,  T c_pd = −c_pu T,  T v = v.

They describe real spatial orbitals, which time reversal leaves alone, and spins ½, which it flips with a relative minus sign. The last condition fixes the phase of T on the vacuum v. Some texts put the minus sign on the other spin.

The anticommutation relations are not among these conditions, and the general argument never uses them.

## States with m electrons

```lean
/-- A string of creators applied to the vacuum; `Sum.inl p` stands for orbital `p` with spin up,
`Sum.inr p` for orbital `p` with spin down. -/
def creatorState (cu cd : ι → V →ₗ[ℂ] V) (v : V) : List (ι ⊕ ι) → V
  | [] => v
  | s :: l => Sum.elim cu cd s (creatorState cu cd v l)
```

A list records which creators act on the vacuum. The empty list gives v, and putting `s` in front of a list applies one more creator from the left. The type `ι ⊕ ι` contains two copies of the orbital labels, one for each spin, and `Sum.elim cu cd s` picks the matching creator.

```lean
/-- The `m`-electron sector: all superpositions of products of `m` creators applied to the
vacuum. -/
def sector (cu cd : ι → V →ₗ[ℂ] V) (v : V) (m : ℕ) : Submodule ℂ V :=
  Submodule.span ℂ (creatorState cu cd v '' {l | l.length = m})
```

The m-electron sector consists of all finite linear combinations of products of m creators applied to v. A state in it may be strongly correlated; it need not be a single determinant.

```lean
variable {cu cd : ι → V →ₗ[ℂ] V} {v : V} {T : V →ₛₗ[starRingEnd ℂ] V}

/-- Time reversal flips every spin in a product of creators, up to an overall sign. -/
theorem timeReversal_creatorState (h : IsTimeReversal cu cd v T) (l : List (ι ⊕ ι)) :
    T (creatorState cu cd v l) = creatorState cu cd v (l.map Sum.swap) ∨
    T (creatorState cu cd v l) = -creatorState cu cd v (l.map Sum.swap) := by
  induction l with
  | nil => exact Or.inl h.vac
  | cons s l ih =>
    cases s <;> rcases ih with ih | ih <;> simp [creatorState, h.up, h.down, ih]
```

`Sum.swap` exchanges up and down, so the theorem says that T flips every spin in a product, up to an overall sign. By hand, let Φ be a product state, Φ′ its spin-flipped version, and suppose T Φ = σ Φ′ with σ = ±1. One more creator gives

T c_pu Φ = c_pd T Φ = σ c_pd Φ′,
T c_pd Φ = −c_pu T Φ = −σ c_pu Φ′.

The induction in Lean starts from T v = v. At each step it separates the two spins and the two possible signs, and `simp` applies the rules above.

```lean
/-- Time reversal conserves the number of electrons. -/
theorem timeReversal_mem_sector (h : IsTimeReversal cu cd v T) {m : ℕ} {x : V}
    (hx : x ∈ sector cu cd v m) : T x ∈ sector cu cd v m := by
  unfold sector at hx
  induction hx using Submodule.span_induction with
  | mem x hx =>
    obtain ⟨l, hl, rfl⟩ := hx
    have hmem : creatorState cu cd v (l.map Sum.swap) ∈ sector cu cd v m :=
      Submodule.subset_span ⟨l.map Sum.swap, by simpa using hl, rfl⟩
    rcases timeReversal_creatorState h l with e | e
    · rw [e]; exact hmem
    · rw [e]; exact Submodule.neg_mem _ hmem
  | zero => rw [map_zero]; exact Submodule.zero_mem _
  | add x y _ _ hx hy => rw [map_add]; exact Submodule.add_mem _ hx hy
  | smul a x _ hx => rw [map_smulₛₗ]; exact Submodule.smul_mem _ _ hx
```

Flipping spins does not change the number of creators, so T maps a product in the sector to plus or minus another one. For a superposition with coefficients a_k,

T(Σ a_k Φ_k) = Σ ā_k T Φ_k,

which is again in the sector. `Submodule.span_induction` divides this reasoning into four cases: a product state, zero, a sum and a scalar multiple.

## The sign of T²

```lean
/-- On every superposition of `m`-electron states, `T² = (-1)^m`. -/
theorem timeReversal_sq (h : IsTimeReversal cu cd v T) {m : ℕ} {x : V}
    (hx : x ∈ sector cu cd v m) : T (T x) = (-1 : ℂ) ^ m • x := by
  unfold sector at hx
  induction hx using Submodule.span_induction with
  | mem x hx =>
    obtain ⟨l, hl, rfl⟩ := hx
    have hl' : l.length = m := hl
    subst hl'
    clear hl
    -- each creator contributes one factor -1
    induction l with
    | nil => simp [creatorState, h.vac]
    | cons s l ih => cases s <;> simp [creatorState, h.up, h.down, ih, pow_succ]
  | zero => simp
  | add x y _ _ hx hy => rw [map_add, map_add, hx, hy, smul_add]
  | smul a x _ hx => rw [map_smulₛₗ, map_smulₛₗ, Complex.conj_conj, hx, smul_comm]
```

Applying T twice to a product with one extra creator gives

T² c_pu Φ = T c_pd T Φ = −c_pu T² Φ,
T² c_pd Φ = −T c_pu T Φ = −c_pd T² Φ.

Each creator contributes one factor −1, whatever its spin. Since T² v = v, a product of m creators satisfies T² Φ = (−1)^m Φ. The inner induction on the list is this count.

The result extends to superpositions because two conjugations cancel:

T²(a Φ) = T(ā T Φ) = a T² Φ.

That is the role of `Complex.conj_conj` in the last case.

## The partner state

```lean
/-- **Kramers degeneracy.** Let `H` commute with time reversal and let `x` be a nonzero state of
an odd number of electrons with real energy `E`. Then `T x` has the same electron number and the
same energy, and is linearly independent of `x`. -/
theorem kramers_degeneracy (h : IsTimeReversal cu cd v T) (H : V →ₗ[ℂ] V)
    (hH : ∀ y, H (T y) = T (H y)) {m : ℕ} (hm : Odd m) {x : V}
    (hx : x ∈ sector cu cd v m) (hx0 : x ≠ 0) {E : ℝ} (hE : H x = (E : ℂ) • x) :
    T x ∈ sector cu cd v m ∧ H (T x) = (E : ℂ) • T x ∧ LinearIndependent ℂ ![x, T x] := by
  refine ⟨timeReversal_mem_sector h hx, ?_, ?_⟩
  · rw [hH, hE, map_smulₛₗ, Complex.conj_ofReal]
  · have hT : T (T x) = -x := by
      rw [timeReversal_sq h hx, hm.neg_one_pow, neg_one_smul]
    rw [LinearIndependent.pair_iff]
    intro s t h1
    -- apply T to the linear relation and eliminate T x
    have h2 : conj s • T x + conj t • (-x) = 0 := by
      have h0 := congrArg T h1
      rwa [map_add, map_smulₛₗ, map_smulₛₗ, hT, map_zero] at h0
    have h3 : (conj s * s + t * conj t) • x = 0 := by
      linear_combination (norm := module) (conj s) • h1 - t • h2
    have h4 := (smul_eq_zero.mp h3).resolve_right hx0
    have h5 : ((Complex.normSq s + Complex.normSq t : ℝ) : ℂ) = 0 := by
      rw [Complex.ofReal_add, ← Complex.mul_conj, ← Complex.mul_conj]
      linear_combination h4
    have h6 : Complex.normSq s + Complex.normSq t = 0 := by exact_mod_cast h5
    have hs := Complex.normSq_nonneg s
    have ht := Complex.normSq_nonneg t
    exact ⟨Complex.normSq_eq_zero.mp (by linarith), Complex.normSq_eq_zero.mp (by linarith)⟩
```

The hypotheses are that the linear operator H commutes with T, that m is odd, and that x is a nonzero m-electron state with H x = E x for a real number E. The notation `(E : ℂ)` regards that real number as a complex one. Commutation with T stands for the absence of an external magnetic field or any other term that is odd under time reversal; Coulomb repulsion and spin–orbit coupling are allowed.

The conclusion has three parts: T x is in the same sector, it has the same energy, and the pair `![x, T x]` is linearly independent. The first part was shown above. The second is

H T x = T H x = T(E x) = E T x,

where the last step uses that E is real.

For the third, m odd gives T² x = −x. Suppose complex numbers s and t satisfy

s x + t T x = 0.  (1)

Applying T gives

s̄ T x − t̄ x = 0.  (2)

Multiply (1) by s̄, multiply (2) by t, and subtract. The terms in T x cancel:

(|s|² + |t|²) x = 0.

Since x ≠ 0, both s and t vanish. In the code, (1), (2) and the combined equation are `h1`, `h2` and `h3`; `linear_combination` checks the elimination, and `Complex.normSq` is the squared modulus.

The bars in (2) are easily lost. Without them the elimination ends in (s² + t²) x = 0, which allows s = 1, t = i and proves nothing. The same damage is done in Lean by declaring T with `→ₗ[ℂ]`: a linear map with T² = −1 can have eigenvectors, with eigenvalues ±i.

The theorem gives each such level at least two independent states. It does not say that the dimension of the level is even, which is how Kramers degeneracy is often stated.

Two limits matter for real atoms and molecules. First, only electrons are counted here, and nuclear spins are left out. In a hydrogen atom the electron and the proton together are two spins ½, and hyperfine coupling between them leaves a nondegenerate ground state. Second, H acts here on every vector of V, as it does in a finite orbital basis, whereas the Hamiltonian in continuous space is unbounded and defined only on part of its Hilbert space.

## One orbital as a concrete case

```lean
/-- Spin-up creator of a single orbital, in the basis empty, up, down, doubly occupied. -/
def fockUp : Matrix (Fin 4) (Fin 4) ℂ := !![0, 0, 0, 0; 1, 0, 0, 0; 0, 0, 0, 0; 0, 0, 1, 0]
```

The four basis states are empty, up, down and doubly occupied. Each column of the matrix shows where one basis state goes: the spin-up creator takes empty to up and down to doubly occupied, and gives zero on the other two.

```lean
/-- Spin-down creator of a single orbital, in the same basis. -/
def fockDown : Matrix (Fin 4) (Fin 4) ℂ := !![0, 0, 0, 0; 0, 0, 0, 0; 1, 0, 0, 0; 0, -1, 0, 0]
```

The spin-down creator takes empty to down and up to minus doubly occupied. The minus sign comes from exchanging two fermions.

```lean
/-- Time reversal on the Fock space of a single orbital. -/
def fockT : (Fin 4 → ℂ) →ₛₗ[starRingEnd ℂ] (Fin 4 → ℂ) where
  toFun x := ![conj (x 0), -conj (x 2), conj (x 1), conj (x 3)]
  map_add' x y := by ext i; fin_cases i <;> simp [add_comm]
  map_smul' a x := by ext i; fin_cases i <;> simp
```

In components numbered from 0, as in Lean,

T(x₀, x₁, x₂, x₃) = (x̄₀, −x̄₂, x̄₁, x̄₃).

Thus T takes up to down and down to minus up. The doubly occupied state is fixed by T, so for m = 2 an eigenstate need not have an independent partner. The two remaining fields confirm that the map is antilinear.

```lean
/-- The Hubbard atom with level energy `e` and repulsion `U`, in the same basis. -/
def hubbardAtom (e U : ℝ) : Matrix (Fin 4) (Fin 4) ℂ :=
  Matrix.diagonal ![0, (e : ℂ), (e : ℂ), (e : ℂ) + e + U]
```

The Hubbard atom is diagonal, with energies 0, e, e and 2e + U. Here e is the energy of the orbital and U the repulsion between two electrons in it.

```lean
/-- The single-orbital creators and their adjoints obey the canonical anticommutation
relations. -/
theorem fock_car :
    fockUp * fockUpᴴ + fockUpᴴ * fockUp = 1 ∧ fockDown * fockDownᴴ + fockDownᴴ * fockDown = 1 ∧
    fockUp * fockDownᴴ + fockDownᴴ * fockUp = 0 ∧ fockUp * fockDown + fockDown * fockUp = 0 ∧
    fockUp * fockUp = 0 ∧ fockDown * fockDown = 0 := by
  -- the annihilators as explicit matrices
  have hu : fockUpᴴ = !![0, 1, 0, 0; 0, 0, 0, 0; 0, 0, 0, 1; 0, 0, 0, 0] := by
    ext i j
    fin_cases i <;> fin_cases j <;> simp [fockUp, Matrix.conjTranspose_apply]
  have hd : fockDownᴴ = !![0, 0, 1, 0; 0, 0, 0, -1; 0, 0, 0, 0; 0, 0, 0, 0] := by
    ext i j
    fin_cases i <;> fin_cases j <;> simp [fockDown, Matrix.conjTranspose_apply]
  rw [hu, hd]
  refine ⟨?_, ?_, ?_, ?_, ?_, ?_⟩ <;> ext i j <;> fin_cases i <;> fin_cases j <;>
    simp [fockUp, fockDown, Matrix.mul_apply, Fin.sum_univ_succ]
```

The symbol `ᴴ` is the conjugate transpose, which turns a creator into its annihilator. The six equations are the canonical anticommutation relations for the two spin orbitals; the relations left unwritten are adjoints of these. The proof writes out the annihilators and compares the matrices entry by entry.

```lean
/-- On the single-orbital Fock space `fockT` is a time reversal, the Hubbard atom commutes with
it, and the spin-up state is a one-electron state of energy `e`. -/
theorem kramers_witness (e U : ℝ) :
    IsTimeReversal (fun _ : Unit => fockUp.mulVecLin) (fun _ => fockDown.mulVecLin)
      ![1, 0, 0, 0] fockT ∧
    (∀ y, (hubbardAtom e U).mulVecLin (fockT y) = fockT ((hubbardAtom e U).mulVecLin y)) ∧
    ![0, 1, 0, 0] ∈ sector (fun _ : Unit => fockUp.mulVecLin) (fun _ => fockDown.mulVecLin)
      ![1, 0, 0, 0] 1 ∧
    (hubbardAtom e U).mulVecLin ![0, 1, 0, 0] = (e : ℂ) • ![0, 1, 0, 0] := by
  refine ⟨⟨fun _ x => ?_, fun _ x => ?_, ?_⟩, fun y => ?_,
    Submodule.subset_span ⟨[Sum.inl ()], rfl, ?_⟩, ?_⟩
  · ext i
    fin_cases i <;> simp [fockT, fockUp, fockDown, Matrix.mulVec, dotProduct, Fin.sum_univ_succ]
  · ext i
    fin_cases i <;> simp [fockT, fockUp, fockDown, dotProduct, Fin.sum_univ_succ]
  · ext i
    fin_cases i <;> simp [fockT]
  · ext i
    fin_cases i <;> simp [fockT, hubbardAtom, Matrix.mulVec_diagonal]
  · ext i
    fin_cases i <;> simp [creatorState, fockUp, Matrix.mulVec, dotProduct, Fin.sum_univ_succ]
  · ext i
    fin_cases i <;> simp [hubbardAtom, Matrix.mulVec_diagonal]

end

end KramersDegeneracy
```

`Unit` is a label set with one element, and `mulVecLin` turns a matrix into a linear map. The theorem confirms, for all real e and U, that `fockT` satisfies the time-reversal rules, that the Hubbard atom commutes with it, and that the spin-up state lies in the one-electron sector with energy e. Each equation is checked component by component.

With m = 1 and this nonzero state, `kramers_degeneracy` applies, and the partner is the spin-down state. A magnetic field that shifted the two one-electron energies to e + b and e − b, with b ≠ 0, would break the commutation with T and split the pair.

```lean
#print axioms KramersDegeneracy.kramers_degeneracy
#print axioms KramersDegeneracy.fock_car
```

```
'KramersDegeneracy.kramers_degeneracy' depends on axioms: [propext, Classical.choice, Quot.sound]
'KramersDegeneracy.fock_car' depends on axioms: [propext, Classical.choice, Quot.sound]
```
